# A Quintic Relation for the Spin-Summed Rotation Generator of Two Distinct Orbitals

The spin orbitals are modelled by annihilators $a_{ps}$ and creators $c_{ps}$ in an arbitrary complex algebra, constrained only by the canonical anticommutation relations (CAR), with no vacuum or inner product assumed. For distinct orbitals $p,q$, the generator $K=E_{pq}-E_{qp}$, with $E_{pq}=\sum_s c_{ps}a_{qs}$, then satisfies $K(K^2+1)(K^2+4)=0$, while $K^3=-K$ fails whenever the algebra is nontrivial.

```lean
import Mathlib

namespace SpinAdaptedRotation

noncomputable section

/-- The canonical anticommutation relations for annihilators `a` and creators `c`. -/
structure CAR {m A : Type*} [DecidableEq m] [Ring A] (a c : m → A) : Prop where
  aa : ∀ i j, a i * a j + a j * a i = 0
  cc : ∀ i j, c i * c j + c j * c i = 0
  ac : ∀ i j, a i * c j + c j * a i = if i = j then 1 else 0

variable {O A : Type*}

/-- The spin-summed excitation operator `E_pq`, moving an electron from `q` to `p`. -/
def excitation [Ring A] (a c : O × Bool → A) (p q : O) : A :=
  ∑ s : Bool, c (p, s) * a (q, s)

/-- The spin-adapted rotation generator `K = E_pq - E_qp`. -/
def generator [Ring A] (a c : O × Bool → A) (p q : O) : A :=
  excitation a c p q - excitation a c q p

/-- The rotation generator of the electrons with one fixed spin `s`. -/
def spinGenerator [Ring A] (a c : O × Bool → A) (p q : O) (s : Bool) : A :=
  c (p, s) * a (q, s) - c (q, s) * a (p, s)

/-- The spin-adapted generator is the sum of the generators of the two spins. -/
theorem generator_eq_add [Ring A] (a c : O × Bool → A) (p q : O) :
    generator a c p q = spinGenerator a c p q true + spinGenerator a c p q false := by
  simp only [generator, excitation, spinGenerator, Fintype.sum_bool]
  abel

/-- For distinct orbitals `p`, `q` and one spin, the generator `x` satisfies `x³ = -x`, anticommutes
with the parity `1 - 2n` of orbital `p`, whose square is one, and obeys `a x² + x² a = -a`, where
`a` is the annihilator of orbital `p` with that spin. -/
theorem spinGenerator_relations [DecidableEq O] [Ring A] [Algebra ℂ A]
    {a c : O × Bool → A} (h : CAR a c) {p q : O} (hpq : p ≠ q) (s : Bool) :
    let x := spinGenerator a c p q s
    let w := 1 - c (p, s) * a (p, s) - c (p, s) * a (p, s)
    x * (x * x) = -x ∧ w * x = -(x * w) ∧ w * w = 1 ∧
      a (p, s) * (x * x) + x * x * a (p, s) = -a (p, s) := by
  have half : ∀ u : A, u + u = 0 → u = 0 := fun u hu => by
    calc u = (1 / 2 : ℂ) • (u + u) := by module
      _ = 0 := by rw [hu, smul_zero]
  have hne : (p, s) ≠ (q, s) := fun e => hpq (congrArg Prod.fst e)
  have haa := half _ (h.aa (p, s) (p, s))
  have hbb := half _ (h.aa (q, s) (q, s))
  have hcc := half _ (h.cc (p, s) (p, s))
  have hdd := half _ (h.cc (q, s) (q, s))
  have hba := eq_neg_of_add_eq_zero_left (h.aa (q, s) (p, s))
  have hdc := eq_neg_of_add_eq_zero_left (h.cc (q, s) (p, s))
  have hac := eq_sub_of_add_eq ((h.ac (p, s) (p, s)).trans (if_pos rfl))
  have hbd := eq_sub_of_add_eq ((h.ac (q, s) (q, s)).trans (if_pos rfl))
  have had := eq_neg_of_add_eq_zero_left ((h.ac (p, s) (q, s)).trans (if_neg hne))
  have hbc := eq_neg_of_add_eq_zero_left ((h.ac (q, s) (p, s)).trans (if_neg hne.symm))
  have ex : ∀ {u v w : A}, u * v = w → ∀ z, u * (v * z) = w * z := fun e z => by
    rw [← mul_assoc, e]
  -- bring every product into normal order
  refine ⟨?_, ?_, ?_, ?_⟩ <;>
  simp only [spinGenerator, mul_assoc, mul_sub, sub_mul, mul_neg, neg_mul,
    mul_one, one_mul, mul_zero, zero_mul, neg_zero, neg_neg, sub_zero, zero_sub,
    haa, hbb, hba, hbd, had, hbc, ex haa, ex hbb, ex hcc,
    ex hdd, ex hba, ex hdc, ex hac, ex hbd, ex had, ex hbc] <;>
  abel

/-- Annihilators and creators of one spin commute with the generator of the other spin. -/
theorem ladder_commute [DecidableEq O] [Ring A] {a c : O × Bool → A} (h : CAR a c)
    {s t : Bool} (hst : s ≠ t) (r p q : O) :
    Commute (a (r, s)) (spinGenerator a c p q t) ∧
      Commute (c (r, s)) (spinGenerator a c p q t) := by
  have key : ∀ e f g : A, e * f + f * e = 0 → e * g + g * e = 0 → Commute e (f * g) := by
    intro e f g h1 h2
    show e * (f * g) = f * g * e
    linear_combination (norm := noncomm_ring) h1 * g - f * h2
  have hne : ∀ r r' : O, (r, s) ≠ (r', t) := fun _ _ e => hst (congrArg Prod.snd e)
  have h1 : ∀ r', a (r, s) * c (r', t) + c (r', t) * a (r, s) = 0 := fun r' =>
    (h.ac _ _).trans (if_neg (hne r r'))
  have h2 : ∀ r', c (r, s) * a (r', t) + a (r', t) * c (r, s) = 0 := fun r' =>
    (add_comm _ _).trans ((h.ac _ _).trans (if_neg (hne r r').symm))
  exact ⟨(key _ _ _ (h1 p) (h.aa _ _)).sub_right (key _ _ _ (h1 q) (h.aa _ _)),
    (key _ _ _ (h.cc _ (p, t)) (h2 q)).sub_right (key _ _ _ (h.cc _ (q, t)) (h2 p))⟩

/-- The generators of the two spins commute. -/
theorem spinGenerator_commute [DecidableEq O] [Ring A] {a c : O × Bool → A} (h : CAR a c)
    (p q : O) : Commute (spinGenerator a c p q true) (spinGenerator a c p q false) := by
  have l := fun r => ladder_commute h (s := true) (t := false) (by decide) r p q
  exact ((l p).2.mul_left (l q).1).sub_left ((l q).2.mul_left (l p).1)

/-- For distinct orbitals, the spin-adapted rotation generator satisfies `K (K² + 1) (K² + 4) = 0`.
-/
theorem generator_quintic [DecidableEq O] [Ring A] [Algebra ℂ A] {a c : O × Bool → A}
    (h : CAR a c) {p q : O} (hpq : p ≠ q) :
    generator a c p q * (generator a c p q ^ 2 + 1) * (generator a c p q ^ 2 + 4) = 0 := by
  have hx := (spinGenerator_relations h hpq true).1
  have hy := (spinGenerator_relations h hpq false).1
  have hyx := (spinGenerator_commute h p q).eq.symm
  rw [generator_eq_add]
  generalize spinGenerator a c p q true = x at *
  generalize spinGenerator a c p q false = y at *
  have hx' : ∀ z, x * (x * (x * z)) = -(x * z) := fun z => by
    rw [← neg_mul, ← hx]; simp only [mul_assoc]
  have hy' : ∀ z, y * (y * (y * z)) = -(y * z) := fun z => by
    rw [← neg_mul, ← hy]; simp only [mul_assoc]
  have hyx' : ∀ z, y * (x * z) = x * (y * z) := fun z => by
    rw [← mul_assoc, hyx, mul_assoc]
  -- expand, move x to the left of y and reduce cubes
  rw [show (4 : A) = 1 + 1 + 1 + 1 by norm_num]
  simp only [pow_two, mul_add, add_mul, mul_assoc, mul_one, one_mul, mul_neg, neg_mul,
    neg_neg, hyx, hyx', hx, hx', hy, hy']
  abel

/-- For distinct orbitals and in a nontrivial algebra, the spin-adapted generator does not satisfy
`K³ = -K`. -/
theorem generator_cube_ne [DecidableEq O] [Ring A] [Algebra ℂ A] [Nontrivial A]
    {a c : O × Bool → A} (h : CAR a c) {p q : O} (hpq : p ≠ q) :
    generator a c p q ^ 3 ≠ -generator a c p q := by
  intro hK
  obtain ⟨hx, hwx, hww, hax⟩ := spinGenerator_relations h hpq true
  obtain ⟨hy, -, -, hay⟩ := spinGenerator_relations h hpq false
  have hxy := (spinGenerator_commute h p q).eq
  obtain ⟨ha, hc⟩ := ladder_commute h (s := true) (t := false) (by decide) p p q
  have hn := hc.mul_left ha
  have hwy := (((Commute.one_left _).sub_left hn).sub_left hn).eq
  have hcar := (h.ac (p, true) (p, true)).trans (if_pos rfl)
  have hcar' := (h.ac (p, false) (p, false)).trans (if_pos rfl)
  rw [generator_eq_add] at hK
  have ha := ha.eq
  have hc := hc.eq
  generalize spinGenerator a c p q true = x at *
  generalize spinGenerator a c p q false = y at *
  generalize 1 - c (p, true) * a (p, true) - c (p, true) * a (p, true) = w at *
  -- the mixed terms of the cube must vanish
  have hT : x * x * y + x * y * y = 0 := by
    have h3 : (x * x * y + x * y * y) + (x * x * y + x * y * y)
        + (x * x * y + x * y * y) = 0 := by
      linear_combination (norm := noncomm_ring) hK - hx - hy + x * hxy + x * hxy
        + hxy * x + hxy * y + hxy * y + y * hxy
    calc _ = (1 / 3 : ℂ) • ((x * x * y + x * y * y) + (x * x * y + x * y * y)
        + (x * x * y + x * y * y)) := by module
      _ = 0 := by rw [h3, smul_zero]
  -- parity of one spin separates the two terms
  have hS : x * x * y = 0 := by
    have e1 : w * (x * x * y) = x * x * y * w := by
      linear_combination (norm := noncomm_ring) hwx * x * y - x * hwx * y + x * x * hwy
    have e2 : w * (x * y * y) = -(x * y * y * w) := by
      linear_combination (norm := noncomm_ring) hwx * y * y - x * hwy * y - x * y * hwy
    have e3 : x * x * y * w + x * x * y * w = 0 := by
      linear_combination (norm := noncomm_ring) w * hT + hT * w - e1 - e2
    have e4 : x * x * y + x * x * y = 0 := by
      linear_combination (norm := noncomm_ring) e3 * w - (x * x * y + x * x * y) * hww
    calc x * x * y = (1 / 2 : ℂ) • (x * x * y + x * x * y) := by module
      _ = 0 := by rw [e4, smul_zero]
  -- strip off the first spin, then the second
  have h0 : a (p, true) * y = 0 := by
    linear_combination (norm := noncomm_ring) hax * y - a (p, true) * hS - x * x * ha
      - hS * a (p, true)
  have hy0 : y = 0 := by
    linear_combination (norm := noncomm_ring) a (p, true) * hc + h0 * c (p, true)
      + c (p, true) * h0 - hcar * y
  have ha0 : a (p, false) = 0 := by simpa [hy0] using hay
  simp [ha0] at hcar'

/-- A quartic polynomial in `K` with trigonometric coefficients in the angle `θ`. -/
def finiteRotation [Ring A] [Algebra ℂ A] (K : A) (θ : ℂ) : A :=
  1 + (((8 * Complex.sin θ - Complex.sin (2 * θ)) / 6) • K
    + ((15 - 16 * Complex.cos θ + Complex.cos (2 * θ)) / 12) • K ^ 2
    + ((2 * Complex.sin θ - Complex.sin (2 * θ)) / 6) • K ^ 3
    + ((3 - 4 * Complex.cos θ + Complex.cos (2 * θ)) / 12) • K ^ 4)

/-- For distinct orbitals, the quartic `U(θ)` in the spin-adapted generator `K` solves the rotation
equation `U' = K U` with `U(0) = 1`. -/
theorem finiteRotation_solves [DecidableEq O] [NormedRing A] [NormedAlgebra ℂ A]
    {a c : O × Bool → A} (h : CAR a c) {p q : O} (hpq : p ≠ q) :
    finiteRotation (generator a c p q) 0 = 1 ∧
      ∀ θ : ℂ, HasDerivAt (finiteRotation (generator a c p q))
        (generator a c p q * finiteRotation (generator a c p q) θ) θ := by
  have h5 := generator_quintic h hpq
  generalize generator a c p q = K at *
  refine ⟨by norm_num [finiteRotation], fun θ => ?_⟩
  have hs := Complex.hasDerivAt_sin θ
  have hc := Complex.hasDerivAt_cos θ
  have hl : HasDerivAt (fun t : ℂ => 2 * t) 2 θ := by
    simpa using (hasDerivAt_id θ).const_mul (2 : ℂ)
  have h1 := (((hs.const_mul 8).fun_sub hl.csin).div_const 6).smul_const K
  have h2 := ((((hc.const_mul 16).const_sub 15).fun_add hl.ccos).div_const 12).smul_const (K ^ 2)
  have h3 := (((hs.const_mul 2).fun_sub hl.csin).div_const 6).smul_const (K ^ 3)
  have h4 := ((((hc.const_mul 4).const_sub 3).fun_add hl.ccos).div_const 12).smul_const (K ^ 4)
  refine ((((h1.fun_add h2).fun_add h3).fun_add h4).const_add 1).congr_deriv ?_
  -- the quintic relation reduces the fifth power
  have e5 : K * K ^ 4 = -((5 : ℂ) • K ^ 3) - (4 : ℂ) • K := by
    have f5 : (5 : ℂ) • K ^ 3 = 5 * K ^ 3 := by rw [Algebra.smul_def, map_ofNat]
    have f4 : (4 : ℂ) • K = 4 * K := by rw [Algebra.smul_def, map_ofNat]
    rw [f5, f4]
    linear_combination (norm := noncomm_ring) h5
  have e2 : K * K = K ^ 2 := (pow_two K).symm
  have e3 : K * K ^ 2 = K ^ 3 := (pow_succ' K 2).symm
  have e4 : K * K ^ 3 = K ^ 4 := (pow_succ' K 3).symm
  simp only [finiteRotation, mul_add, mul_one, mul_smul_comm, e2, e3, e4, e5]
  module

/-- The exterior algebra over `m → ℂ`. For finite `m` this is the fermionic Fock space over the
modes `m`, without its inner product. -/
abbrev Fock (m : Type*) := ExteriorAlgebra ℂ (m → ℂ)

/-- Creation of a particle in mode `i`: exterior multiplication by the mode vector. -/
def create {m : Type*} [DecidableEq m] (i : m) : Module.End ℂ (Fock m) :=
  LinearMap.mulLeft ℂ (CliffordAlgebra.ι (0 : QuadraticForm ℂ (m → ℂ)) (Pi.single i 1))

/-- Annihilation of a particle in mode `i`: contraction with the mode coordinate. -/
def annihilate {m : Type*} (i : m) : Module.End ℂ (Fock m) :=
  CliffordAlgebra.contractLeft (Q := (0 : QuadraticForm ℂ (m → ℂ))) (LinearMap.proj i)

/-- The operators `annihilate` and `create` on `Fock m` satisfy the CAR, and the algebra of linear
operators on `Fock m` is nontrivial. -/
theorem car_witness {m : Type*} [DecidableEq m] :
    CAR (annihilate (m := m)) create ∧ Nontrivial (Module.End ℂ (Fock m)) := by
  refine ⟨⟨fun i j => LinearMap.ext fun x => ?_, fun i j => LinearMap.ext fun x => ?_,
    fun i j => LinearMap.ext fun x => ?_⟩, inferInstance⟩
  · change annihilate i (annihilate j x) + annihilate j (annihilate i x) = 0
    unfold annihilate
    exact add_eq_zero_iff_eq_neg.mpr (CliffordAlgebra.contractLeft_comm _ _ _)
  · change CliffordAlgebra.ι _ _ * (CliffordAlgebra.ι _ _ * x)
      + CliffordAlgebra.ι _ _ * (CliffordAlgebra.ι _ _ * x) = 0
    rw [← mul_assoc, ← mul_assoc, ← add_mul, CliffordAlgebra.ι_mul_ι_add_swap]
    simp [QuadraticMap.polar]
  · change CliffordAlgebra.contractLeft _ (CliffordAlgebra.ι _ _ * x)
      + CliffordAlgebra.ι _ _ * CliffordAlgebra.contractLeft _ x = _
    rw [CliffordAlgebra.contractLeft_ι_mul, sub_add_cancel]
    by_cases hij : i = j
    · subst hij; simp
    · simp [hij]

end

end SpinAdaptedRotation
```

```lean
#print axioms SpinAdaptedRotation.spinGenerator_relations
#print axioms SpinAdaptedRotation.generator_cube_ne
#print axioms SpinAdaptedRotation.finiteRotation_solves
```

```
'SpinAdaptedRotation.spinGenerator_relations' depends on axioms: [propext, Classical.choice, Quot.sound]
'SpinAdaptedRotation.generator_cube_ne' depends on axioms: [propext, Classical.choice, Quot.sound]
'SpinAdaptedRotation.finiteRotation_solves' depends on axioms: [propext, Classical.choice, Quot.sound]
```

## Orbitals, spins and the three statements about $K$

A mode is a pair in `O × Bool`: a spatial orbital from any type `O`, finite or infinite, and one of two spin values. The structure `CAR a c` says that annihilators anticommute with each other, that creators do too, and that $a_ic_j+c_ja_i=\delta_{ij}$. It does not require $c_i$ to be the adjoint of $a_i$.

The definition `excitation` is $E_{pq}$, which moves an electron from $q$ to $p$ without changing its spin, and `generator` is $K$. Both spins are rotated by the same angle, as in a spin-restricted change of orbitals.

- `generator_quintic` states $K(K^2+1)(K^2+4)=0$ for $p\neq q$.
- `generator_cube_ne` states $K^3\neq-K$ for $p\neq q$ in a nontrivial algebra, meaning one with $1\neq0$.
- `finiteRotation_solves` assumes a normed algebra and states that an explicit quartic $U(\theta)$ in $K$ satisfies $U(0)=1$ and $U'=KU$, for complex $\theta$.

In electronic structure such a $U$ describes a finite spin-restricted orbital rotation, here for a single pair of orbitals and one angle. Unitarity is not part of the statement; it holds if the algebra has an adjoint with $c_i=a_i^\dagger$ and $\theta$ is real.

## One spin: a cubic relation

Fix a spin and write $a,c$ for the operators of orbital $p$, and $b,d$ for the annihilator and creator of orbital $q$. The generator of this spin, `spinGenerator`, is $x=cb-da$. Put $n_p=ca$ and $n_q=db$. The CAR give $2a^2=0$, hence $a^2=0$, and likewise for $b,c,d$. The squares of $cb$ and $da$ therefore vanish, and

$$x^2=-cbda-dacb=-N,\qquad N=n_p+n_q-2n_pn_q .$$

Since $cb\,n_p=0$ and $cb\,n_q=cb$, we have $cb\,N=cb$. In the same way $da\,N=da$. Thus $xN=x$, which is $x^3=-x$.

Three further identities are needed. The parity $w=1-2n_p$ has $w^2=1$, because $n_p^2=n_p$. It anticommutes with $a$ and $c$ and commutes with $b$ and $d$, so $wx=-xw$. Finally, $an_p=a$, $n_pa=0$ and $n_q$ commutes with $a$, so $aN=a-an_q$ and $Na=an_q$. Adding these gives

$$ax^2+x^2a=-a .$$

All four identities are in `spinGenerator_relations`. Its proof turns the CAR into rewriting rules that bring every product into normal order; `simp only` applies them and `abel` compares the remaining sums. The complex scalars are used to divide by two.

## Two spins: the quintic

Let $x$ and $y$ be the generators of spin `true` and spin `false`, so that $K=x+y$ (`generator_eq_add`). If $e$ anticommutes with both $f$ and $g$, then

$$e(fg)-(fg)e=(ef+fe)g-f(eg+ge)=0 .$$

This is the step `key` in `ladder_commute`: a ladder operator of one spin commutes with the generator of the other. Products of such operators do so as well, which gives $xy=yx$ in `spinGenerator_commute`.

Now expand the cube, using $x^3=-x$ and $y^3=-y$:

$$K^3+K=3T,\qquad T=x^2y+xy^2=xyK .$$

Multiplying $T$ by $K^2$ gives

$$K^2T=xyK^3=xy(-K+3xyK)=-T+3x^2y^2(x+y)=-T-3T=-4T .$$

Hence $(K^2+4)(K^3+K)=0$, which is the quintic. The Lean proof reaches it by direct expansion: it moves $x$ to the left of $y$, reduces cubes, and lets `abel` cancel the terms.

## Why the cubic relation does not survive

Suppose $K^3=-K$. Then $3T=0$, so $x^2y+xy^2=0$ (`hT`). Let $w$ be the parity of orbital $p$ for spin `true`. It anticommutes with $x$ and commutes with $y$, so

$$0=wT=(x^2y-xy^2)w,\qquad 0=Tw=(x^2y+xy^2)w .$$

Adding these gives $2x^2y\,w=0$, and multiplying by $w$ on the right gives $x^2y=0$ (`hS`).

Let $a,c$ now belong to orbital $p$ with spin `true`; both commute with $y$. Multiply $ax^2+x^2a=-a$ by $y$ on the right. Both terms on the left vanish, since $x^2ay=x^2ya$, so $ay=0$ (`h0`). Then

$$y=(ac+ca)y=ayc+cay=0 .$$

With $y=0$, the corresponding identity for spin `false` reads $0=-a_{p,\mathrm{false}}$. The CAR for that mode become $0=1$, a contradiction in a nontrivial algebra. In Lean, the `linear_combination` steps carry out these multiplications and additions, with `noncomm_ring` respecting the order of factors.

The smallest physical case shows the failure directly. On a single electron in $p$ or $q$, $K^2=-1$, so the cubic relation holds there. For two electrons of opposite spin, write $|rs\rangle$ for the state with the `true` electron in $r$ and the `false` electron in $s$. Then

$$K|pp\rangle=-|qp\rangle-|pq\rangle,\qquad K^2|pp\rangle=-2|pp\rangle+2|qq\rangle,$$

and therefore $K^3|pp\rangle=-4K|pp\rangle$. The factor $K^2+4$ belongs to this simultaneous rotation of both spins.

The condition $p\neq q$ matters for the inequality: if $p=q$, then $K=0$ and $K^3=-K$ holds.

## The finite rotation

Write $U=1+f_1K+f_2K^2+f_3K^3+f_4K^4$, with the coefficients given in `finiteRotation`. The quintic says $K^5=-5K^3-4K$, so $U'=KU$ follows from

$$f_1'=1-4f_4,\quad f_2'=f_1,\quad f_3'=f_2-5f_4,\quad f_4'=f_3 .$$

Differentiating the sines and cosines confirms each equation. For instance, $f_4=(3-4\cos\theta+\cos2\theta)/12$ has derivative $(2\sin\theta-\sin2\theta)/6=f_3$. All four coefficients vanish at $\theta=0$, so $U(0)=1$. In Lean, `h1` to `h4` are the derivatives of the four terms, `e5` is the reduction of $K^5$, and `module` matches the coefficients.

## A Fock-space realisation

The theorem `car_witness` shows that the CAR have a nontrivial model for any set of modes. On the exterior algebra over `m → ℂ`, `create` multiplies by a mode vector and `annihilate` contracts with a mode coordinate. Contractions anticommute, as do multiplications by vectors, and the product rule for contraction gives the mixed relation. For finitely many modes this is the usual fermionic Fock space without its inner product. The theorem puts no norm on the operator algebra, so it realises the setting of the two algebraic results.
